# In a complete finite basis, solving $A'=-dA$ along one coordinate gives strictly diabatic states

When a molecule or a lattice site distorts along a coordinate $R$, its adiabatic electronic states change with it. Near an avoided crossing they can exchange character over a short distance, and the derivative coupling between them becomes large and sharply peaked. One would rather work with states that do not change with $R$, so that the coupling sits in a smooth potential matrix. The question is which $R$-dependent rotation of the adiabatic states achieves this, and how much freedom remains in choosing it.

## The rotation equation and its solutions

Fix a finite orthonormal electronic basis that does not depend on $R$. Let the columns of the square matrix $U(R)$ be the adiabatic states in that basis. Assume that $U(R)$ is unitary and differentiable at every real $R$. Physically, this means that the states have been followed continuously, with their phases chosen smoothly, including through any degeneracy. With a prime for $d/dR$, the derivative coupling is

$$d = U^\dagger U'.$$

Let $A(R)$ be a square matrix with $A'=-dA$ for all $R$, unitary at one point $R_0$. The claim is that $A$ is unitary everywhere, that the rotated states $UA$ are independent of $R$, and that any other solution $B$ that is unitary at $R_0$ equals $AG$ with a constant unitary $G$.

**The rotated states are constant.** By the product rule and $UU^\dagger=1$,

$$(UA)' = U'A + U(-U^\dagger U'A) = U'A - U'A = 0.$$

Hence $U(R)A(R)=U(R_0)A(R_0)$. Multiplying from the left by $U(R)^\dagger$ gives

$$A(R)=U(R)^\dagger U(R_0)A(R_0).$$

**Unitarity.** The right-hand side is a product of three unitary matrices, so $A(R)$ is unitary.

**The remaining freedom.** The same formula holds for $B$. Put $G=A(R_0)^\dagger B(R_0)$, which is unitary and satisfies $A(R_0)G=B(R_0)$. Then

$$B(R)=U(R)^\dagger U(R_0)A(R_0)G=A(R)G.$$

**Existence.** Differentiating $U^\dagger U=1$ gives $U'^\dagger U+U^\dagger U'=0$, that is, $d^\dagger=-d$. For any constant matrix $C$, set $A=U^\dagger C$. Then

$$A'=U'^\dagger C=U'^\dagger U\,U^\dagger C=d^\dagger A=-dA.$$

So the solutions are exactly the matrices $U^\dagger C$, and a unitary $C$ gives a unitary solution.

**The condition at a single point.** For unitary $A$, the coupling of the rotated states is

$$(UA)^\dagger(UA)'=A^\dagger U^\dagger(U'A+UA')=A^\dagger(dA+A').$$

Since $A^\dagger$ is invertible, this vanishes exactly when $A'=-dA$.

**The potential matrix.** Let $H(R)$ be the electronic Hamiltonian in the fixed basis. If the columns of $U$ are its eigenvectors, $U^\dagger HU$ is the diagonal matrix of adiabatic energies. Rotating it by $A$ gives

$$A^\dagger(U^\dagger HU)A=(UA)^\dagger H(UA)=\big(U(R_0)A(R_0)\big)^\dagger H(R)\,\big(U(R_0)A(R_0)\big).$$

All dependence on $R$ is now in $H(R)$. For one coordinate and a complete finite basis, this is the form of a vibronic or electron-phonon model in which distortions act through the potential matrix and not through derivative couplings.

Completeness matters here. If only a few states are kept from a larger space, $U$ is rectangular and $UU^\dagger$ is a projector $P$. The cancellation then leaves $(UA)'=(1-P)U'A$, which is generally non-zero.

## Propagating the rotation on a grid

Suppose that a program supplies the eigenvectors at grid points $R_k$, all expressed in the fixed basis. The solution formula then becomes a recursion with an overlap matrix:

$$A(R_{k+1})=\big[U(R_k)^\dagger U(R_{k+1})\big]^\dagger A(R_k).$$

In a complete basis this has no step-size error. It also tolerates the arbitrary phases returned by a diagonaliser, because a phase change in $U(R_{k+1})$ is compensated in $A(R_{k+1})$. For a truncated set of states the overlap matrix is in general not unitary, and codes may replace it by its unitary polar factor. If the basis functions move with the atoms, the product of the coefficient matrices is not the overlap of the states: the overlaps between the basis functions at the two geometries must be included.

If the coupling $d$ is supplied instead, a step of length $h$ can be taken as $A\mapsto e^{-hd}A$, which preserves unitarity because $d$ is anti-Hermitian. The Euler step $A\mapsto(1-hd)A$ does not, since $(1-hd)^\dagger(1-hd)=1+h^2d^\dagger d$.

## Matrix derivatives and the coupling in Lean

The type `n` labels the electronic basis states.

```lean
import Mathlib

open Matrix

namespace DiabaticRotation

noncomputable section

variable {n : Type*}
```

A matrix function is differentiated entry by entry, which avoids choosing a matrix norm. `HasMatDeriv M M' R` says that `M` has derivative `M'` at the coordinate `R`.

```lean
/-- The matrix function `M` of the nuclear coordinate has derivative `M'` at `R`,
entry by entry. -/
def HasMatDeriv (M : ℝ → Matrix n n ℂ) (M' : Matrix n n ℂ) (R : ℝ) : Prop :=
  ∀ i j, HasDerivAt (fun r => M r i j) (M' i j) R
```

Differentiation commutes with the adjoint, written `ᴴ` in Lean and `*` after the matrix in the comments, as in `U*`. The proof applies the scalar rule for complex conjugation to the transposed entry.

```lean
/-- The derivative of the adjoint is the adjoint of the derivative. -/
theorem HasMatDeriv.conjTranspose {M : ℝ → Matrix n n ℂ} {M' : Matrix n n ℂ} {R : ℝ}
    (hM : HasMatDeriv M M' R) : HasMatDeriv (fun r => (M r)ᴴ) M'ᴴ R :=
  fun i j => (hM j i).star
```

From here on `n` is finite. The coupling takes the states and their derivative as separate arguments.

```lean
variable [Fintype n]

/-- The derivative coupling `d = U* U'` of the states in the columns of `U`, whose
derivative along the coordinate is `U'`. -/
def coupling (U U' : Matrix n n ℂ) : Matrix n n ℂ := Uᴴ * U'
```

The rotation equation is required at every real $R$. It includes the differentiability of `A`, but not its unitarity.

```lean
/-- The adiabatic-to-diabatic rotation equation `A' = -d A` at every coordinate. -/
def IsDiabatizing (U U' A : ℝ → Matrix n n ℂ) : Prop :=
  ∀ R, HasMatDeriv A (-(coupling (U R) (U' R) * A R)) R
```

The product rule keeps the order of the factors. Each entry of the product is a finite sum, differentiated term by term.

```lean
/-- Product rule for matrix functions, with the order of the factors kept. -/
theorem HasMatDeriv.mul {M N : ℝ → Matrix n n ℂ} {M' N' : Matrix n n ℂ} {R : ℝ}
    (hM : HasMatDeriv M M' R) (hN : HasMatDeriv N N' R) :
    HasMatDeriv (fun r => M r * N r) (M' * N R + M R * N') R := by
  intro i j
  have h := HasDerivAt.fun_sum (u := Finset.univ)
    (fun k _ => (hM i k).fun_mul (hN k j))
  simp only [Matrix.mul_apply, Matrix.add_apply, ← Finset.sum_add_distrib]
  exact h
```

## Anti-Hermiticity and constancy of the rotated states

The hypotheses `hU` and `hd` recur below: `U` is unitary everywhere, and `U'` is its derivative everywhere. That the columns are eigenvectors of a Hamiltonian is never assumed, so the results hold for any differentiable family of orthonormal bases.

For anti-Hermiticity, the proof computes the derivative of $U^\dagger U$ in two ways, by the product rule and as that of a constant. Uniqueness of the derivative equates the results.

```lean
variable [DecidableEq n] {U U' A : ℝ → Matrix n n ℂ}

/-- The derivative coupling of a differentiable family of orthonormal bases is
anti-Hermitian. -/
theorem coupling_antihermitian (hU : ∀ R, U R ∈ unitaryGroup n ℂ)
    (hd : ∀ R, HasMatDeriv U (U' R) R) (R : ℝ) :
    (coupling (U R) (U' R))ᴴ = -coupling (U R) (U' R) := by
  -- differentiate the orthonormality relation `U* U = 1`
  have h : HasMatDeriv (fun r => (U r)ᴴ * U r) ((U' R)ᴴ * U R + (U R)ᴴ * U' R) R :=
    (hd R).conjTranspose.mul (hd R)
  have e : (fun r => (U r)ᴴ * U r) = fun _ => (1 : Matrix n n ℂ) :=
    funext fun r => mem_unitaryGroup_iff'.1 (hU r)
  rw [e] at h
  have h0 : (U' R)ᴴ * U R + (U R)ᴴ * U' R = 0 :=
    Matrix.ext fun i j => (h i j).unique (hasDerivAt_const R ((1 : Matrix n n ℂ) i j))
  rw [coupling, Matrix.conjTranspose_mul, Matrix.conjTranspose_conjTranspose]
  exact eq_neg_of_add_eq_zero_left h0
```

Next comes the cancellation in $(UA)'$, which is the equation `e` in the proof. Each entry of $UA$ then has zero derivative on the whole real line and is therefore constant.

```lean
/-- If `U` is unitary and differentiable and `A' = -d A`, the matrix product `U A` is the same at
any two coordinates. -/
theorem rotated_states_constant (hU : ∀ R, U R ∈ unitaryGroup n ℂ)
    (hd : ∀ R, HasMatDeriv U (U' R) R) (hA : IsDiabatizing U U' A) (R S : ℝ) :
    U R * A R = U S * A S := by
  have h : ∀ r, HasMatDeriv (fun r => U r * A r) 0 r := by
    intro r
    have h : HasMatDeriv (fun r => U r * A r)
        (U' r * A r + U r * -(coupling (U r) (U' r) * A r)) r := (hd r).mul (hA r)
    have hu : U r * (U r)ᴴ = 1 := mem_unitaryGroup_iff.1 (hU r)
    -- the two terms of the product rule cancel because `U U* = 1`
    have e : U' r * A r + U r * -(coupling (U r) (U' r) * A r) = 0 := by
      rw [coupling, Matrix.mul_neg, ← Matrix.mul_assoc, ← Matrix.mul_assoc, hu,
        Matrix.one_mul, add_neg_cancel]
    rw [e] at h
    exact h
  ext i j
  exact is_const_of_deriv_eq_zero (f := fun r => (U r * A r) i j)
    (fun r => (h r i j).differentiableAt) (fun r => (h r i j).deriv) R S
```

## All solutions of the rotation equation

The forward direction takes $C=U(0)A(0)$. The reverse direction differentiates $U^\dagger C$ and uses anti-Hermiticity, as in the existence argument above. Here $C$ may be any matrix, unitary or not.

```lean
/-- For unitary differentiable `U`, the solutions of `A' = -d A` are exactly the matrices
`A = U* C` with `C` independent of the coordinate. -/
theorem isDiabatizing_iff (hU : ∀ R, U R ∈ unitaryGroup n ℂ)
    (hd : ∀ R, HasMatDeriv U (U' R) R) :
    IsDiabatizing U U' A ↔ ∃ C : Matrix n n ℂ, ∀ R, A R = (U R)ᴴ * C := by
  constructor
  · intro hA
    refine ⟨U 0 * A 0, fun R => ?_⟩
    have hu : (U R)ᴴ * U R = 1 := mem_unitaryGroup_iff'.1 (hU R)
    rw [← rotated_states_constant hU hd hA R 0, ← Matrix.mul_assoc, hu, Matrix.one_mul]
  · rintro ⟨C, hC⟩ R
    obtain rfl : A = fun R => (U R)ᴴ * C := funext hC
    have hu : U R * (U R)ᴴ = 1 := mem_unitaryGroup_iff.1 (hU R)
    have hc : HasMatDeriv (fun _ : ℝ => C) 0 R := fun i j => hasDerivAt_const R (C i j)
    have h : HasMatDeriv (fun r => (U r)ᴴ * C) ((U' R)ᴴ * C + (U R)ᴴ * 0) R :=
      (hd R).conjTranspose.mul hc
    -- anti-Hermiticity turns `-d U*` into the derivative of `U*`
    have e : (U' R)ᴴ * C + (U R)ᴴ * 0 = -(coupling (U R) (U' R) * ((U R)ᴴ * C)) := by
      rw [← Matrix.neg_mul, ← coupling_antihermitian hU hd R, coupling,
        Matrix.conjTranspose_mul, Matrix.conjTranspose_conjTranspose, Matrix.mul_assoc,
        ← Matrix.mul_assoc (U R), hu, Matrix.one_mul, Matrix.mul_zero, add_zero]
    rw [e] at h
    exact h
```

## Unitarity and the constant right factor

The three parts of the claim are joined by "and" in the conclusion, for an arbitrary reference point `R₀`. The auxiliary statement `key` is the formula $B(R)=U(R)^\dagger U(R_0)B(R_0)$, valid for every solution. Unitarity follows because products of unitary matrices are unitary, and the right factor supplied is `star (A R₀) * B R₀`, the matrix $G$ found by hand.

For a single state, $d$ is imaginary and $A$ is a phase that undoes the phase drift of the state.

```lean
/-- Let `U` be unitary and differentiable, `A' = -d A`, and `A` unitary at `R₀`. Then `A` is
unitary everywhere, the states `U A` do not depend on the coordinate, and every other
solution that is unitary at `R₀` is `A` times a constant unitary right factor. -/
theorem strictly_diabatic (hU : ∀ R, U R ∈ unitaryGroup n ℂ)
    (hd : ∀ R, HasMatDeriv U (U' R) R) (hA : IsDiabatizing U U' A) (R₀ : ℝ)
    (h0 : A R₀ ∈ unitaryGroup n ℂ) :
    (∀ R, A R ∈ unitaryGroup n ℂ) ∧ (∀ R, U R * A R = U R₀ * A R₀) ∧
      ∀ B, IsDiabatizing U U' B → B R₀ ∈ unitaryGroup n ℂ →
        ∃ G ∈ unitaryGroup n ℂ, ∀ R, B R = A R * G := by
  have hs : ∀ V ∈ unitaryGroup n ℂ, star V ∈ unitaryGroup n ℂ := fun V hV =>
    mem_unitaryGroup_iff.2 (by rw [star_star]; exact mem_unitaryGroup_iff'.1 hV)
  -- every solution is fixed by its value at `R₀`
  have key : ∀ B, IsDiabatizing U U' B → ∀ R, B R = (U R)ᴴ * (U R₀ * B R₀) := by
    intro B hB R
    have hu : (U R)ᴴ * U R = 1 := mem_unitaryGroup_iff'.1 (hU R)
    rw [← rotated_states_constant hU hd hB R R₀, ← Matrix.mul_assoc, hu, Matrix.one_mul]
  refine ⟨fun R => ?_, fun R => rotated_states_constant hU hd hA R R₀, fun B hB hB0 => ?_⟩
  · rw [key A hA R]
    exact mul_mem (hs _ (hU R)) (mul_mem (hU R₀) h0)
  · refine ⟨star (A R₀) * B R₀, mul_mem (hs _ h0) hB0, fun R => ?_⟩
    have ha : A R₀ * (star (A R₀) * B R₀) = B R₀ := by
      rw [← Matrix.mul_assoc, mem_unitaryGroup_iff.1 h0, Matrix.one_mul]
    rw [key B hB R, key A hA R, Matrix.mul_assoc, Matrix.mul_assoc, ha]
```

## Vanishing coupling at one coordinate

This theorem needs unitarity and differentiability only at the given `R`. There, `V` is the derivative of `U`, `A'` that of `A`, and `C'` that of the product $UA$. The step `k` is the transformation law $A^\dagger(dA+A')$. Multiplying by $A$ from the left removes the factor $A^\dagger$ in one direction; the other is substitution.

```lean
/-- At a coordinate where `U` and `A` are unitary and differentiable, the derivative coupling
of the rotated states `U A` vanishes exactly when `A' = -d A` there. -/
theorem coupling_rotated_eq_zero_iff {R : ℝ} {V A' C' : Matrix n n ℂ}
    (hU : U R ∈ unitaryGroup n ℂ) (hd : HasMatDeriv U V R)
    (hu : A R ∈ unitaryGroup n ℂ) (hA : HasMatDeriv A A' R)
    (hC : HasMatDeriv (fun r => U r * A r) C' R) :
    coupling (U R * A R) C' = 0 ↔ A' = -(coupling (U R) V * A R) := by
  have h1 : (U R)ᴴ * U R = 1 := mem_unitaryGroup_iff'.1 hU
  have h2 : A R * (A R)ᴴ = 1 := mem_unitaryGroup_iff.1 hu
  have e : C' = V * A R + U R * A' :=
    Matrix.ext fun i j => (hC i j).unique (hd.mul hA i j)
  -- transformation law of the coupling under the rotation `A`
  have k : coupling (U R * A R) C' = (A R)ᴴ * (coupling (U R) V * A R + A') := by
    simp only [coupling]
    rw [e, Matrix.conjTranspose_mul, Matrix.mul_assoc (A R)ᴴ, Matrix.mul_add (U R)ᴴ,
      ← Matrix.mul_assoc (U R)ᴴ V (A R), ← Matrix.mul_assoc (U R)ᴴ (U R) A', h1,
      Matrix.one_mul]
  rw [k]
  constructor
  · intro h
    have h3 : coupling (U R) V * A R + A' = 0 := by
      calc coupling (U R) V * A R + A'
          = A R * ((A R)ᴴ * (coupling (U R) V * A R + A')) := by
            rw [← Matrix.mul_assoc, h2, Matrix.one_mul]
        _ = 0 := by rw [h, Matrix.mul_zero]
    exact eq_neg_of_add_eq_zero_right h3
  · intro h
    rw [h, add_neg_cancel, Matrix.mul_zero]
```

## The Hamiltonian in fixed states

The matrix function `H` is arbitrary: neither Hermiticity nor differentiability is used. The proof replaces $U(R_0)A(R_0)$ by $U(R)A(R)$ and regroups the product. The columns of $UA$ form an orthonormal basis when $A$ is also unitary at one point, by the preceding results.

```lean
/-- For unitary differentiable `U` and `A' = -d A`, the matrix `A* (U* H U) A` at `R` equals
`X* H(R) X`, where `X = U(R₀) A(R₀)` does not depend on `R`. -/
theorem diabatic_potential (hU : ∀ R, U R ∈ unitaryGroup n ℂ)
    (hd : ∀ R, HasMatDeriv U (U' R) R) (hA : IsDiabatizing U U' A)
    (H : ℝ → Matrix n n ℂ) (R₀ R : ℝ) :
    (A R)ᴴ * ((U R)ᴴ * H R * U R) * A R =
      (U R₀ * A R₀)ᴴ * H R * (U R₀ * A R₀) := by
  rw [← rotated_states_constant hU hd hA R R₀, Matrix.conjTranspose_mul]
  simp only [Matrix.mul_assoc]
```

## Two states turning at a constant rate

A two-state example shows the equation at work with a coupling that does not vanish. The states turn by the angle $R$:

$$U(R)=\begin{pmatrix}\cos R&-\sin R\\ \sin R&\cos R\end{pmatrix}.$$

```lean
/-- Two real states that turn by the angle `R`. -/
def rot (R : ℝ) : Matrix (Fin 2) (Fin 2) ℂ :=
  !![(Real.cos R : ℂ), -(Real.sin R : ℂ); (Real.sin R : ℂ), (Real.cos R : ℂ)]
```

Its derivative is entered explicitly.

```lean
/-- The entrywise derivative of the two-state rotation. -/
def rot' (R : ℝ) : Matrix (Fin 2) (Fin 2) ℂ :=
  !![-(Real.sin R : ℂ), -(Real.cos R : ℂ); (Real.cos R : ℂ), -(Real.sin R : ℂ)]
```

Multiplying out gives

$$d=U^\dagger U'=\begin{pmatrix}0&-1\\1&0\end{pmatrix}$$

at every $R$. The choice $C=1$ gives the solution $A=U^\dagger$, which turns the states back by the same angle, so that $UA=1$. The proof checks the matrix entries with $\cos^2R+\sin^2R=1$ and obtains the rotation equation from `isDiabatizing_iff`.

```lean
/-- The two-state rotation is unitary and differentiable, has a constant non-zero coupling,
and its adjoint solves `A' = -d A`. -/
theorem rotation_witness :
    (∀ R, rot R ∈ unitaryGroup (Fin 2) ℂ) ∧ (∀ R, HasMatDeriv rot (rot' R) R) ∧
      (∀ R, coupling (rot R) (rot' R) = !![0, -1; 1, 0]) ∧
      IsDiabatizing rot rot' (fun R => (rot R)ᴴ) := by
  have h : ∀ R : ℝ, (Real.cos R : ℂ) * Real.cos R + (Real.sin R : ℂ) * Real.sin R = 1 := by
    intro R
    have h' : Real.cos R * Real.cos R + Real.sin R * Real.sin R = 1 := by
      linear_combination Real.sin_sq_add_cos_sq R
    exact_mod_cast h'
  have hU : ∀ R, rot R ∈ unitaryGroup (Fin 2) ℂ := by
    intro R
    rw [mem_unitaryGroup_iff', Matrix.star_eq_conjTranspose]
    ext i j
    fin_cases i <;> fin_cases j <;>
      simp [rot, Matrix.mul_apply, Fin.sum_univ_two, -Complex.ofReal_cos,
        -Complex.ofReal_sin] <;>
      first | linear_combination h R | ring
  have hd : ∀ R, HasMatDeriv rot (rot' R) R := by
    intro R i j
    have hc := (Real.hasDerivAt_cos R).ofReal_comp
    have hs := (Real.hasDerivAt_sin R).ofReal_comp
    fin_cases i <;> fin_cases j
    · simpa [rot, rot'] using hc
    · simpa [rot, rot'] using hs.fun_neg
    · simpa [rot, rot'] using hs
    · simpa [rot, rot'] using hc
  refine ⟨hU, hd, fun R => ?_, (isDiabatizing_iff hU hd).2 ⟨1, fun R => by simp⟩⟩
  ext i j
  fin_cases i <;> fin_cases j <;>
    simp [coupling, rot, rot', Matrix.mul_apply, Fin.sum_univ_two, -Complex.ofReal_cos,
      -Complex.ofReal_sin] <;>
    first | linear_combination h R | linear_combination -h R | ring

end

end DiabaticRotation
```

```lean
#print axioms DiabaticRotation.isDiabatizing_iff
#print axioms DiabaticRotation.strictly_diabatic
#print axioms DiabaticRotation.coupling_rotated_eq_zero_iff
#print axioms DiabaticRotation.diabatic_potential
```

```
'DiabaticRotation.isDiabatizing_iff' depends on axioms: [propext, Classical.choice, Quot.sound]
'DiabaticRotation.strictly_diabatic' depends on axioms: [propext, Classical.choice, Quot.sound]
'DiabaticRotation.coupling_rotated_eq_zero_iff' depends on axioms: [propext, Classical.choice, Quot.sound]
'DiabaticRotation.diabatic_potential' depends on axioms: [propext, Classical.choice, Quot.sound]
```
